# How the difference of two closed-shell coefficients changes when two orbitals are rotated

A real 2 × 2 matrix C holds the coefficients of a two-electron state in products of two orbitals φ₀ and φ₁, and its diagonal entries are the closed-shell coefficients, with both electrons in the same orbital. In the new orbitals cos θ φ₀ − sin θ φ₁ and sin θ φ₀ + cos θ φ₁, the same state has the coefficient matrix RCRᵀ, where R has rows (cos θ, −sin θ) and (sin θ, cos θ). The lemma says that the difference of the two diagonal entries then becomes (C₀₀ − C₁₁) cos 2θ − (C₀₁ + C₁₀) sin 2θ. C need be neither symmetric nor normalised. The attempt rewrites the double angles in terms of sin θ and cos θ, has `simp` write out the matrix entries, and leaves the remaining algebra to `ring`.

This version doesn't compile in Lean 4 with Mathlib:

```lean
import Mathlib

open Matrix

namespace MinimalIonicWeight

noncomputable section

/-- The rotation of two orbitals by the angle `θ`. -/
def rot (θ : ℝ) : Matrix (Fin 2) (Fin 2) ℝ :=
  !![Real.cos θ, -Real.sin θ; Real.sin θ, Real.cos θ]

/-- The coefficient matrix `R C Rᵀ` in the orbitals rotated by `θ`. -/
def rotated (θ : ℝ) (C : Matrix (Fin 2) (Fin 2) ℝ) : Matrix (Fin 2) (Fin 2) ℝ :=
  rot θ * C * (rot θ)ᵀ

/-- The difference of the two closed-shell coefficients is a combination of the cosine and sine of
twice the rotation angle. -/
theorem rotated_diag_sub (θ : ℝ) (C : Matrix (Fin 2) (Fin 2) ℝ) :
    rotated θ C 0 0 - rotated θ C 1 1 =
      (C 0 0 - C 1 1) * Real.cos (2 * θ) - (C 0 1 + C 1 0) * Real.sin (2 * θ) := by
  rw [Real.cos_two_mul', Real.sin_two_mul]
  simp [rotated, rot, Matrix.mul_apply, Fin.sum_univ_two]
  ring

end

end MinimalIonicWeight
```

The error:

```
Try this:
  [apply] ring_nf
  
  The `ring` tactic failed to close the goal. Use `ring_nf` to obtain a normal form.
    
  Note that `ring` works primarily in *commutative* rings. If you have a noncommutative ring, abelian group or module, consider using `noncomm_ring`, `abel` or `module` instead.
Main.lean:21:81: error: unsolved goals
θ : ℝ
C : Matrix (Fin 2) (Fin 2) ℝ
⊢ -(Real.sin θ * (![Real.cos θ, -Real.sin θ] ᵥ* C) 1) - Real.sin θ * (![Real.sin θ, Real.cos θ] ᵥ* C) 0 +
        (![Real.cos θ, -Real.sin θ] ᵥ* C) 0 * Real.cos θ -
      Real.cos θ * (![Real.sin θ, Real.cos θ] ᵥ* C) 1 =
    -(Real.sin θ * Real.cos θ * C 0 1 * 2) - Real.sin θ * Real.cos θ * C 1 0 * 2 - Real.sin θ ^ 2 * C 0 0 +
          Real.sin θ ^ 2 * C 1 1 +
        Real.cos θ ^ 2 * C 0 0 -
      Real.cos θ ^ 2 * C 1 1
```

The first message says that `ring` could not close the goal, and the error shows what was left. On the left side there are still entries of vector-matrix products, such as `(![Real.cos θ, -Real.sin θ] ᵥ* C) 1`. Since `rot` was unfolded in the same `simp` call that expanded the products, `simp` saw an explicit matrix times `C` and applied its own rule for that case, which multiplies row by row with `ᵥ*`. `Matrix.mul_apply` no longer fits that form, and nothing in the call wrote the `ᵥ*` entries out as sums. To `ring` they are opaque quantities, unrelated to the entries of `C` on the right.

The repair does the work in two steps. The `simp only` call leaves `rot` folded, so `Matrix.mul_apply` and `Fin.sum_univ_two` expand both products into sums of entries, and `Matrix.transpose_apply` turns entries of the transpose into entries of `rot θ`. Only then does `simp [rot]` put in the sines and cosines. What remains is an identity in these and the entries of `C`, which `ring` proves.

The mended proof, as a diff:

```diff
@@ -21,5 +21,6 @@
       (C 0 0 - C 1 1) * Real.cos (2 * θ) - (C 0 1 + C 1 0) * Real.sin (2 * θ) := by
   rw [Real.cos_two_mul', Real.sin_two_mul]
-  simp [rotated, rot, Matrix.mul_apply, Fin.sum_univ_two]
+  simp only [rotated, Matrix.mul_apply, Fin.sum_univ_two, Matrix.transpose_apply]
+  simp [rot]
   ring
 
```
